# Two exponential atoms, each steeper at its own nucleus, have exactly one bond critical point between them

**Q.** When I search a computed density for a bond critical point, I need a starting point. I can take one on the line between the nuclei from the promolecule, the sum of the undistorted atomic densities. You say that with one exponential per atom this point has a closed formula. Where does it come from?

**A.** Put the nuclei at heights \(0\) and \(R\) on the \(z\) axis, with distances \(r_1\) and \(r_2\) to them, and take

\[
\rho = A e^{-a r_1} + B e^{-b r_2}, \qquad A, B, a, b > 0 .
\]

Here \(A\) and \(B\) are the atomic densities at their own nuclei, and \(a\) and \(b\) say how fast they decay. The first atom holds \(8\pi A/a^3\) electrons. Between the nuclei \(r_1 = z\) and \(r_2 = R - z\), so the axial slope is

\[
\rho'(z) = bB e^{-b(R-z)} - aA e^{-az}.
\]

It vanishes when \(e^{(a+b)z - bR} = aA/(bB)\), that is, at the single height

\[
z^* = \frac{bR + \ln\!\big(aA/(bB)\big)}{a+b}.
\]

**Q.** Nothing there keeps \(z^*\) between the nuclei.

**A.** Two inequalities do. We have \(z^* > 0\) exactly when \(\ln(aA/(bB)) > -bR\), and \(z^* < R\) exactly when \(\ln(aA/(bB)) < aR\). Equivalently,

\[
aA > bB e^{-bR}, \qquad bB > aA e^{-aR}.
\]

At each nucleus, the atom sitting there must have a steeper density than the tail arriving from the other one.

**Q.** And if one inequality fails?

**A.** Take \(a = b = R = 1\), \(A = 1/(8\pi)\) and \(B = 10A\), so that the atoms hold one and ten electrons. The second inequality holds, but the first fails, since \(10Ae^{-1} \approx 3.68A > A\). For \(0 < z < 1\) the slope \(A(10e^{-(1-z)} - e^{-z})\) exceeds \(A(10e^{-1} - 1) > 0\), so there is no stationary point between the nuclei. The formula still returns a number, \(z^* \approx -0.65\), which lies behind the first nucleus.

**Q.** A zero axial slope is not yet a bond critical point. What about the curvature?

**A.** Follow the line \((tu, tv, z+tw)\) and let \(r(t)\) be the distance to a nucleus at height \(c \neq z\). Then

\[
r^2 = t^2(u^2+v^2) + (z-c+tw)^2, \qquad r r' = t(u^2+v^2) + (z-c+tw)w .
\]

At \(t=0\) this gives \(r'^2 = w^2\). Differentiating once more gives \(r'^2 + r r'' = u^2+v^2+w^2\), hence \(r'' = (u^2+v^2)/|z-c|\). For one atom \(f = Ne^{-kr}\),

\[
f'' = f\,(k^2 r'^2 - k r'') = f\left(k^2w^2 - \frac{k(u^2+v^2)}{|z-c|}\right).
\]

Adding both atoms gives \(\mu w^2 + \nu(u^2+v^2)\) with

\[
\mu = a^2Ae^{-az} + b^2Be^{-b(R-z)} > 0,
\]
\[
\nu = -\frac{aAe^{-az}}{z} - \frac{bBe^{-b(R-z)}}{R-z} < 0 .
\]

The transverse slope vanishes by symmetry: at \(t=0\) we have \(r' = (z-c)w/|z-c|\), which is zero when \(w=0\).

**Q.** Now the formal version. I suspect that it treats a one-dimensional curve and calls it a molecule.

**A.** The density is a function of three real coordinates, and the distance is Euclidean.

In Lean 4 with Mathlib:

```lean
import Mathlib

open Filter Topology

namespace PromolecularBondPoint

noncomputable section

/-- Distance from the point `(x, y, z)` to a nucleus at height `c` on the z axis. -/
def nucDist (c x y z : ℝ) : ℝ := Real.sqrt (x ^ 2 + y ^ 2 + (z - c) ^ 2)

/-- Spherical exponential density `N exp(-k r)` of an atom at height `c` on the z axis. -/
def atomDensity (N k c x y z : ℝ) : ℝ := N * Real.exp (-k * nucDist c x y z)

/-- Promolecular density: the sum of two exponential atoms at heights `0` and `R`. -/
def promolecule (A B a b R x y z : ℝ) : ℝ :=
  atomDensity A a 0 x y z + atomDensity B b R x y z
```

**Q.** Then the definition of a bond critical point might look only along the axis.

**A.** It looks along every line through the point. The first `HasDerivAt` says that the derivative at \(t=0\) is zero; the second gives the second derivative there. One pair \(\mu, \nu\) must serve all directions \((u,v,w)\), so the whole quadratic form is fixed: one positive curvature along the axis and two equal negative ones across it. They are equal here because the density is symmetric about the axis; in a less symmetric molecule the two negative curvatures at a bond critical point can differ.

```lean
/-- The axis point at height `z` is a bond critical point of `ρ`, in the form suited to a density
symmetric about the z axis: the slope vanishes in every direction, and the second derivative along
`(u, v, w)` is `μ w² + ν (u² + v²)` with positive axial curvature `μ` and negative transverse
curvature `ν`. -/
def IsBondCriticalPoint (ρ : ℝ → ℝ → ℝ → ℝ) (z : ℝ) : Prop :=
  ∃ μ ν : ℝ, 0 < μ ∧ ν < 0 ∧ ∀ u v w : ℝ,
    HasDerivAt (fun t => ρ (t * u) (t * v) (z + t * w)) 0 0 ∧
    HasDerivAt (deriv fun t => ρ (t * u) (t * v) (z + t * w))
      (μ * w ^ 2 + ν * (u ^ 2 + v ^ 2)) 0
```

The height \(z^*\) is called `bondPoint`.

```lean
/-- For positive `A, B, a, b`, the solution `z` of `b B exp(-b (R - z)) = a A exp(-a z)`. If it lies
between the nuclei, the axial slopes of the two atoms cancel there. -/
def bondPoint (A B a b R : ℝ) : ℝ := (b * R + Real.log (a * A / (b * B))) / (a + b)
```

**Q.** So what does the main theorem say, in words?

**A.** `unique_bond_critical_point` assumes four positive constants and the two inequalities. It concludes that `bondPoint` lies in the open interval `Set.Ioo 0 R`, that it is a bond critical point, and that any height in that interval with zero axial slope equals it. `steeper_of_stationary` is the converse: a stationary height between the nuclei forces both inequalities. `homonuclear` puts the point at \(R/2\) for identical atoms, at every \(R>0\).

**Q.** The main theorem doesn't assume \(R > 0\).

**A.** It follows. Multiply the two inequalities and cancel \(aA\,bB\): \(1 > e^{-(a+b)R}\).

**Q.** What is left out physically?

**A.** Shell structure, which a single exponential per atom cannot show, and any response of the atoms to each other. The formal uniqueness statement covers only the open segment between the nuclei, but nothing is lost by that: each atom's density gradient points towards its own nucleus, so away from the nuclei the two gradients can cancel only on that segment. The homonuclear case also carries a caution for reading density topology: in this non-interacting, one-exponential model the critical point is present at any separation, so its presence alone does not establish a chemical bond.

**Q.** Take me through the proof. The distance has a kink at the nucleus; how is that handled?

**A.** By differentiating only where the distance is nonzero. The first lemma gives \(|z-c|\) on the axis. The second differentiates \(r^2\) and then the square root, which is the formula for \(rr'\) divided by \(r\).

```lean
/-- On the axis the distance to a nucleus is the difference in height. -/
theorem nucDist_axis (c z : ℝ) : nucDist c 0 0 z = |z - c| := by
  simp [nucDist, Real.sqrt_sq_eq_abs]

/-- Rate of change of the distance to a nucleus along a straight line, away from the nucleus. -/
theorem nucDist_line {c z u v w t : ℝ} (h : nucDist c (t * u) (t * v) (z + t * w) ≠ 0) :
    HasDerivAt (fun s => nucDist c (s * u) (s * v) (z + s * w))
      ((t * (u ^ 2 + v ^ 2) + (z + t * w - c) * w) /
        nucDist c (t * u) (t * v) (z + t * w)) t := by
  have h1 : HasDerivAt (fun s : ℝ => s * u) u t := hasDerivAt_mul_const u
  have h2 : HasDerivAt (fun s : ℝ => s * v) v t := hasDerivAt_mul_const v
  have h3 : HasDerivAt (fun s : ℝ => z + s * w - c) w t :=
    ((hasDerivAt_mul_const w).const_add z).sub_const c
  have hq : HasDerivAt (fun s : ℝ => (s * u) ^ 2 + (s * v) ^ 2 + (z + s * w - c) ^ 2)
      (2 * (t * (u ^ 2 + v ^ 2) + (z + t * w - c) * w)) t :=
    (((h1.fun_pow 2).fun_add (h2.fun_pow 2)).fun_add (h3.fun_pow 2)).congr_deriv
      (by norm_num; ring)
  have hne : (t * u) ^ 2 + (t * v) ^ 2 + (z + t * w - c) ^ 2 ≠ 0 :=
    fun h0 => h (by rw [nucDist, h0, Real.sqrt_zero])
  exact (hq.sqrt hne).congr_deriv (mul_div_mul_left _ _ two_ne_zero)
```

The chain rule then gives the slope of one atom.

```lean
/-- Slope of an atomic density along a straight line, away from the nucleus. -/
theorem atom_slope (N k : ℝ) {c z u v w t : ℝ}
    (h : nucDist c (t * u) (t * v) (z + t * w) ≠ 0) :
    HasDerivAt (fun s => atomDensity N k c (s * u) (s * v) (z + s * w))
      (-k * atomDensity N k c (t * u) (t * v) (z + t * w) *
        ((t * (u ^ 2 + v ^ 2) + (z + t * w - c) * w) /
          nucDist c (t * u) (t * v) (z + t * w))) t :=
  (((nucDist_line h).const_mul (-k)).exp.const_mul N).congr_deriv
    (by unfold atomDensity; ring)
```

**Q.** A second derivative needs the first one in a neighbourhood, not just at the point.

**A.** A line starting at an axis point other than the nucleus has nonzero initial distance, and by continuity the distance stays nonzero nearby. In `atom_curvature`, `hev` records that the slope formula therefore holds near \(t=0\). The formula is differentiated by the product and quotient rules, and the two signs of \(z-c\) are treated separately.

```lean
/-- A line through an axis point other than the nucleus starts at nonzero distance from it. -/
theorem start_ne {c z : ℝ} (hz : z ≠ c) (u v w : ℝ) :
    nucDist c (0 * u) (0 * v) (z + 0 * w) ≠ 0 := by
  rw [zero_mul, zero_mul, zero_mul, add_zero, nucDist_axis]
  exact abs_ne_zero.2 (sub_ne_zero.2 hz)

/-- Second derivative of an atomic density in the direction `(u, v, w)` at an axis point other
than the nucleus. -/
theorem atom_curvature (N k : ℝ) {c z : ℝ} (hz : z ≠ c) (u v w : ℝ) :
    HasDerivAt (deriv fun s => atomDensity N k c (s * u) (s * v) (z + s * w))
      (atomDensity N k c 0 0 z * (k ^ 2 * w ^ 2 - k * (u ^ 2 + v ^ 2) / |z - c|)) 0 := by
  have h0 := start_ne hz u v w
  have hn : HasDerivAt (fun s : ℝ => s * (u ^ 2 + v ^ 2) + (z + s * w - c) * w)
      (u ^ 2 + v ^ 2 + w * w) 0 :=
    (hasDerivAt_mul_const _).fun_add
      ((((hasDerivAt_mul_const w).const_add z).sub_const c).mul_const w)
  -- near the point the slope is given by the explicit formula, which is differentiated again
  have hev := ((nucDist_line h0).continuousAt.eventually_ne h0).mono
    fun s hs => (atom_slope N k hs).deriv
  refine ((((atom_slope N k h0).const_mul (-k)).fun_mul
    (hn.fun_div (nucDist_line h0) h0)).congr_of_eventuallyEq hev).congr_deriv ?_
  simp only [zero_mul, add_zero, zero_add, nucDist_axis]
  have hs : z - c ≠ 0 := sub_ne_zero.2 hz
  generalize atomDensity N k c 0 0 z = D
  generalize z - c = s at hs ⊢
  rcases abs_choice s with h | h <;> rw [h] <;> field_simp <;> ring
```

**Q.** And the balance of slopes on the axis?

**A.** `promolecule_slope` adds the two atomic slopes. The distances change at rates \(w\) and \(-w\), which produces the difference in \(\rho'(z)\).

```lean
/-- Between the nuclei the slope of the promolecular density in the direction `(u, v, w)` is `w`
times the steepness of the second atom minus that of the first. -/
theorem promolecule_slope (A B a b : ℝ) {R z : ℝ} (h0 : 0 < z) (hR : z < R) (u v w : ℝ) :
    HasDerivAt (fun t => promolecule A B a b R (t * u) (t * v) (z + t * w))
      ((b * B * Real.exp (-b * (R - z)) - a * A * Real.exp (-a * z)) * w) 0 := by
  refine ((atom_slope A a (start_ne h0.ne' u v w)).fun_add
    (atom_slope B b (start_ne hR.ne u v w))).congr_deriv ?_
  have hd : |z - R| = R - z := by rw [abs_sub_comm, abs_of_pos (sub_pos.2 hR)]
  have e1 : z * w / z = w := by rw [div_eq_iff h0.ne']; ring
  have e2 : (z - R) * w / (R - z) = -w := by rw [div_eq_iff (sub_pos.2 hR).ne']; ring
  simp only [zero_mul, add_zero, zero_add, atomDensity, nucDist_axis, sub_zero,
    abs_of_pos h0, hd, e1, e2]
  ring
```

`balance_iff` solves for the zero. Its step `hE` factors \(e^{-b(R-z)}\) as \(e^{(a+b)z-bR}e^{-az}\); cancelling the last factor and taking the logarithm gives \(z^*\), and the reverse direction substitutes it back.

```lean
/-- For positive `A, B, a, b`, the axial slope formula valid between the nuclei, read as an
expression in any real `z`, vanishes exactly at `bondPoint`. -/
theorem balance_iff {A B a b : ℝ} (hA : 0 < A) (hB : 0 < B) (ha : 0 < a) (hb : 0 < b)
    (R z : ℝ) : b * B * Real.exp (-b * (R - z)) - a * A * Real.exp (-a * z) = 0 ↔
      z = bondPoint A B a b R := by
  have hab : a + b ≠ 0 := (add_pos ha hb).ne'
  have hbB : b * B ≠ 0 := (mul_pos hb hB).ne'
  have hE : Real.exp (-b * (R - z)) =
      Real.exp ((a + b) * z - b * R) * Real.exp (-a * z) := by
    rw [← Real.exp_add]; congr 1; ring
  rw [hE]
  constructor
  · intro h
    have hq : Real.exp ((a + b) * z - b * R) = a * A / (b * B) := by
      rw [eq_div_iff hbB]
      apply mul_right_cancel₀ (Real.exp_pos (-a * z)).ne'
      linear_combination h
    rw [bondPoint, ← hq, Real.log_exp, eq_div_iff hab]
    ring
  · intro h
    have h' : z * (a + b) = b * R + Real.log (a * A / (b * B)) := (eq_div_iff hab).1 h
    have hz : (a + b) * z - b * R = Real.log (a * A / (b * B)) := by linear_combination h'
    have hc : b * B * (a * A / (b * B)) = a * A := by field_simp
    rw [hz, Real.exp_log (by positivity)]
    linear_combination Real.exp (-a * z) * hc
```

`bondPoint_mem_iff` turns the two bounds on \(z^*\) into the two inequalities, one at a time.

```lean
/-- For positive constants, `bondPoint` lies between the nuclei exactly when each atom has the
steeper density at its own nucleus. -/
theorem bondPoint_mem_iff {A B a b : ℝ} (hA : 0 < A) (hB : 0 < B) (ha : 0 < a) (hb : 0 < b)
    (R : ℝ) : bondPoint A B a b R ∈ Set.Ioo 0 R ↔
      b * B * Real.exp (-b * R) < a * A ∧ a * A * Real.exp (-a * R) < b * B := by
  have hab : 0 < a + b := add_pos ha hb
  have hbB : 0 < b * B := mul_pos hb hB
  have hq : 0 < a * A / (b * B) := by positivity
  have h1 : 0 < bondPoint A B a b R ↔ b * B * Real.exp (-b * R) < a * A := by
    rw [bondPoint, lt_div_iff₀ hab, zero_mul, mul_comm (b * B), ← lt_div_iff₀ hbB,
      ← Real.lt_log_iff_exp_lt hq]
    constructor <;> intro h <;> linarith
  have h2 : bondPoint A B a b R < R ↔ a * A * Real.exp (-a * R) < b * B := by
    rw [bondPoint, div_lt_iff₀ hab, neg_mul, Real.exp_neg, ← div_eq_mul_inv,
      div_lt_iff₀ (Real.exp_pos _), mul_comm (b * B), ← div_lt_iff₀ hbB,
      ← Real.log_lt_iff_lt_exp hq]
    constructor <;> intro h <;> linarith
  exact and_congr h1 h2
```

**Q.** How does uniqueness get from this algebra back to the actual density?

**A.** `eq_bondPoint` takes the direction \((0,0,1)\). A function has only one derivative at a point, so the assumed zero slope must equal the computed difference, and `balance_iff` identifies the height.

```lean
/-- For positive constants, a point between the nuclei with zero axial slope is `bondPoint`. -/
theorem eq_bondPoint {A B a b R z : ℝ} (hA : 0 < A) (hB : 0 < B) (ha : 0 < a) (hb : 0 < b)
    (hz : z ∈ Set.Ioo 0 R) (h : HasDerivAt (fun s => promolecule A B a b R 0 0 s) 0 z) :
    z = bondPoint A B a b R := by
  have h' : HasDerivAt (fun s => promolecule A B a b R 0 0 s) 0 (z + 0) := by rwa [add_zero]
  have hs := promolecule_slope A B a b hz.1 hz.2 0 0 1
  simp only [mul_zero, mul_one] at hs
  exact (balance_iff hA hB ha hb R z).1 (hs.unique (h'.comp_const_add z 0))
```

The main theorem combines these facts. It supplies the \(\mu\) and \(\nu\) derived above, with `positivity` checking their signs. The balance equation removes the slope in every direction, and the two atomic curvatures add, again by way of slope formulas valid near \(t=0\).

```lean
/-- If all constants are positive and each atom has the steeper density at its own nucleus,
exactly one point between the nuclei has zero axial slope, and it is a bond critical point. -/
theorem unique_bond_critical_point {A B a b R : ℝ} (hA : 0 < A) (hB : 0 < B) (ha : 0 < a)
    (hb : 0 < b) (h1 : b * B * Real.exp (-b * R) < a * A)
    (h2 : a * A * Real.exp (-a * R) < b * B) :
    bondPoint A B a b R ∈ Set.Ioo 0 R ∧
    IsBondCriticalPoint (promolecule A B a b R) (bondPoint A B a b R) ∧
    ∀ z ∈ Set.Ioo 0 R, HasDerivAt (fun s => promolecule A B a b R 0 0 s) 0 z →
      z = bondPoint A B a b R := by
  have hm := (bondPoint_mem_iff hA hB ha hb R).2 ⟨h1, h2⟩
  refine ⟨hm, ?_, fun z hz h => eq_bondPoint hA hB ha hb hz h⟩
  have hbal := (balance_iff hA hB ha hb R _).2 rfl
  generalize bondPoint A B a b R = z at hm hbal ⊢
  obtain ⟨h0, hR⟩ := hm
  have hRz : 0 < R - z := sub_pos.2 hR
  have hd : |z - R| = R - z := by rw [abs_sub_comm, abs_of_pos hRz]
  refine ⟨a ^ 2 * A * Real.exp (-a * z) + b ^ 2 * B * Real.exp (-b * (R - z)),
    -(a * A * Real.exp (-a * z) / z + b * B * Real.exp (-b * (R - z)) / (R - z)),
    by positivity, neg_neg_of_pos (by positivity), fun u v w => ⟨?_, ?_⟩⟩
  · exact (promolecule_slope A B a b h0 hR u v w).congr_deriv (by rw [hbal, zero_mul])
  · -- the curvatures of the two atoms add
    have n1 := start_ne h0.ne' u v w
    have n2 := start_ne hR.ne u v w
    have hev : (deriv fun t => promolecule A B a b R (t * u) (t * v) (z + t * w)) =ᶠ[𝓝 0]
        fun s => deriv (fun t => atomDensity A a 0 (t * u) (t * v) (z + t * w)) s +
          deriv (fun t => atomDensity B b R (t * u) (t * v) (z + t * w)) s := by
      filter_upwards [(nucDist_line n1).continuousAt.eventually_ne n1,
        (nucDist_line n2).continuousAt.eventually_ne n2] with s s1 s2
      exact ((atom_slope A a s1).differentiableAt.hasDerivAt.fun_add
        (atom_slope B b s2).differentiableAt.hasDerivAt).deriv
    refine (((atom_curvature A a h0.ne' u v w).fun_add
      (atom_curvature B b hR.ne u v w)).congr_of_eventuallyEq hev).congr_deriv ?_
    simp only [atomDensity, nucDist_axis, sub_zero, abs_of_pos h0, hd]
    ring
```

**Q.** The converse must then be short.

**A.** It is. A stationary height between the nuclei equals `bondPoint`, so `bondPoint` lies between the nuclei, and `bondPoint_mem_iff` returns the inequalities.

```lean
/-- Converse: for positive constants, a point of zero axial slope between the nuclei exists only
if each atom has the steeper density at its own nucleus. -/
theorem steeper_of_stationary {A B a b R z : ℝ} (hA : 0 < A) (hB : 0 < B) (ha : 0 < a)
    (hb : 0 < b) (hz : z ∈ Set.Ioo 0 R)
    (h : HasDerivAt (fun s => promolecule A B a b R 0 0 s) 0 z) :
    b * B * Real.exp (-b * R) < a * A ∧ a * A * Real.exp (-a * R) < b * B :=
  (bondPoint_mem_iff hA hB ha hb R).1 (eq_bondPoint hA hB ha hb hz h ▸ hz)
```

For identical atoms the logarithm is \(\ln 1 = 0\), so \(z^* = aR/(2a) = R/2\). Both inequalities reduce to \(e^{-aR} < 1\), which is true for every \(R>0\).

```lean
/-- For two identical atoms with positive constants, at every separation `R > 0`, the midpoint is
a bond critical point and the only point between the nuclei with zero axial slope. -/
theorem homonuclear {A a R : ℝ} (hA : 0 < A) (ha : 0 < a) (hR : 0 < R) :
    IsBondCriticalPoint (promolecule A A a a R) (R / 2) ∧
    ∀ z ∈ Set.Ioo 0 R, HasDerivAt (fun s => promolecule A A a a R 0 0 s) 0 z →
      z = R / 2 := by
  have hmid : bondPoint A A a a R = R / 2 := by
    rw [bondPoint, div_self (mul_pos ha hA).ne', Real.log_one, add_zero,
      div_eq_iff (add_pos ha ha).ne']
    ring
  have he : Real.exp (-a * R) < 1 := Real.exp_lt_one_iff.2 (by nlinarith [mul_pos ha hR])
  have hlt : a * A * Real.exp (-a * R) < a * A := by nlinarith [mul_pos ha hA]
  have h := (unique_bond_critical_point hA hA ha ha hlt hlt).2
  rwa [hmid] at h

end

end PromolecularBondPoint
```

```lean
#print axioms PromolecularBondPoint.unique_bond_critical_point
-- 'PromolecularBondPoint.unique_bond_critical_point' depends on axioms: [propext, Classical.choice, Quot.sound]
#print axioms PromolecularBondPoint.steeper_of_stationary
-- 'PromolecularBondPoint.steeper_of_stationary' depends on axioms: [propext, Classical.choice, Quot.sound]
#print axioms PromolecularBondPoint.homonuclear
-- 'PromolecularBondPoint.homonuclear' depends on axioms: [propext, Classical.choice, Quot.sound]
```
